# A qubit excitation minus its adjoint is a combination of commuting Pauli strings

Let $X$ and $Y$ be the Pauli matrices, let $s_j=\pm1$ be a sign for each of $n$ qubits, and let $Q=\bigotimes_j (X+is_jY)/2$, which raises or lowers every qubit at once, as an excitation in unitary coupled cluster does with the orbitals it involves. To use such an excitation on a quantum computer, one looks for a circuit that applies $e^{\theta(Q-Q^\dagger)}$, with $\theta$ a real amplitude. The Lean file below proves that this exponential is exactly a product of Pauli-string gates, one for each set of qubits of odd size.

```lean
import Mathlib

open Matrix

namespace UnitaryCoupledCluster

noncomputable section

variable {ι : Type*} [Fintype ι] [DecidableEq ι]

/-- The Pauli matrix X. -/
def pauliX : Matrix (Fin 2) (Fin 2) ℂ := !![0, 1; 1, 0]

/-- The Pauli matrix Y. -/
def pauliY : Matrix (Fin 2) (Fin 2) ℂ := !![0, -Complex.I; Complex.I, 0]

/-- The tensor product of one-qubit operators `A j` over all sites `j`, as a matrix in the
computational basis. -/
def tensorOp (A : ι → Matrix (Fin 2) (Fin 2) ℂ) : Matrix (ι → Fin 2) (ι → Fin 2) ℂ :=
  Matrix.of fun x y => ∏ j, A j (x j) (y j)

/-- The Pauli string with Y on the sites in `S` and X on all other sites. -/
def pauliString (S : Finset ι) : Matrix (ι → Fin 2) (ι → Fin 2) ℂ :=
  tensorOp fun j => if j ∈ S then pauliY else pauliX

/-- The one-qubit operator (X + i s Y)/2. -/
def ladder (s : ℝ) : Matrix (Fin 2) (Fin 2) ℂ :=
  (1 / 2 : ℂ) • (pauliX + (Complex.I * (s : ℂ)) • pauliY)

/-- The operator Q, the tensor product of (X + i s_j Y)/2 over all sites. -/
def excitation (s : ι → ℝ) : Matrix (ι → Fin 2) (ι → Fin 2) ℂ :=
  tensorOp fun j => ladder (s j)

/-- The coefficient i^|S| ∏ s_j, with the product over the sites in `S`. -/
def weight (s : ι → ℝ) (S : Finset ι) : ℂ :=
  Complex.I ^ S.card * ∏ j ∈ S, (s j : ℂ)

/-- The matrix θ 2^(1-n) i^|S| (∏_{j ∈ S} s_j) P_S on n qubits, where P_S is `pauliString S`. For
real θ and s_j and odd |S| it is the exponent of a single Pauli-string gate. -/
def gateExponent (θ : ℝ) (s : ι → ℝ) (S : Finset ι) : Matrix (ι → Fin 2) (ι → Fin 2) ℂ :=
  ((θ : ℂ) * (2 / 2 ^ Fintype.card ι) * weight s S) • pauliString S

/-- Tensor products of one-qubit operators multiply site by site. -/
theorem tensorOp_mul (A B : ι → Matrix (Fin 2) (Fin 2) ℂ) :
    tensorOp A * tensorOp B = tensorOp fun j => A j * B j := by
  ext x y
  simp only [tensorOp, Matrix.mul_apply, Matrix.of_apply, ← Finset.prod_mul_distrib]
  rw [Finset.prod_univ_sum, Fintype.piFinset_univ]

omit [DecidableEq ι] in
/-- Scalar factors on the individual sites multiply into one overall factor. -/
theorem tensorOp_smul (c : ι → ℂ) (A : ι → Matrix (Fin 2) (Fin 2) ℂ) :
    tensorOp (fun j => c j • A j) = (∏ j, c j) • tensorOp A := by
  ext x y
  simp only [tensorOp, Matrix.smul_apply, Matrix.of_apply, smul_eq_mul,
    Finset.prod_mul_distrib]

/-- In the computational basis (X + i s Y)/2 has the off-diagonal entries (1 + s)/2 and
(1 - s)/2, and zeros on the diagonal. -/
theorem ladder_eq (s : ℝ) :
    ladder s = !![0, (1 + (s : ℂ)) / 2; (1 - (s : ℂ)) / 2, 0] := by
  ext i j
  fin_cases i <;> fin_cases j
  · change (1 / 2 : ℂ) * (0 + Complex.I * (s : ℂ) * 0) = 0
    ring
  · change (1 / 2 : ℂ) * (1 + Complex.I * (s : ℂ) * (-Complex.I)) = (1 + (s : ℂ)) / 2
    linear_combination (-(s : ℂ) / 2) * Complex.I_mul_I
  · change (1 / 2 : ℂ) * (1 + Complex.I * (s : ℂ) * Complex.I) = (1 - (s : ℂ)) / 2
    linear_combination ((s : ℂ) / 2) * Complex.I_mul_I
  · change (1 / 2 : ℂ) * (0 + Complex.I * (s : ℂ) * 0) = 0
    ring

omit [DecidableEq ι] in
/-- The adjoint of Q is the operator of the same form with every s_j reversed in sign. -/
theorem excitation_conjTranspose (s : ι → ℝ) :
    (excitation s)ᴴ = excitation fun j => -s j := by
  have site : ∀ r : ℝ, (ladder r)ᴴ = ladder (-r) := by
    intro r
    rw [ladder_eq, ladder_eq]
    ext i j
    fin_cases i <;> fin_cases j <;> simp [Matrix.conjTranspose_apply, sub_eq_add_neg]
  ext x y
  simp only [excitation, tensorOp, Matrix.conjTranspose_apply, Matrix.of_apply, star_prod]
  refine Finset.prod_congr rfl fun j _ => ?_
  rw [← site, Matrix.conjTranspose_apply]

/-- The tensor product of the sums X + c_j Y is the sum over all site sets S of (∏_{j ∈ S} c_j) P_S,
where P_S is `pauliString S`. -/
theorem tensorOp_add_smul (c : ι → ℂ) :
    tensorOp (fun j => pauliX + c j • pauliY) =
      ∑ S : Finset ι, (∏ j ∈ S, c j) • pauliString S := by
  ext x y
  simp only [pauliString, tensorOp, Matrix.of_apply, Matrix.add_apply, Matrix.smul_apply,
    Matrix.sum_apply, smul_eq_mul]
  -- choose Y on the sites of S and X on the rest
  have h := Finset.prod_add (fun j => c j * pauliY (x j) (y j))
    (fun j => pauliX (x j) (y j)) Finset.univ
  rw [Finset.powerset_univ] at h
  refine (Finset.prod_congr rfl fun j _ => add_comm _ _).trans (h.trans ?_)
  refine Finset.sum_congr rfl fun S _ => ?_
  rw [Finset.prod_mul_distrib, mul_assoc, ← Finset.prod_sdiff (Finset.subset_univ S)]
  have hY : ∏ j ∈ S, (if j ∈ S then pauliY else pauliX) (x j) (y j) =
      ∏ j ∈ S, pauliY (x j) (y j) :=
    Finset.prod_congr rfl fun j hj => by rw [if_pos hj]
  have hX : ∏ j ∈ Finset.univ \ S, (if j ∈ S then pauliY else pauliX) (x j) (y j) =
      ∏ j ∈ Finset.univ \ S, pauliX (x j) (y j) :=
    Finset.prod_congr rfl fun j hj => by rw [if_neg (Finset.mem_sdiff.mp hj).2]
  rw [hY, hX]
  ring

/-- On n qubits, Q is 2^(-n) times the sum over all site sets S of i^|S| (∏_{j ∈ S} s_j) P_S. -/
theorem excitation_expansion (s : ι → ℝ) :
    excitation s = (1 / 2 ^ Fintype.card ι : ℂ) •
      ∑ S : Finset ι, weight s S • pauliString S := by
  have h : excitation s = (∏ _j : ι, (1 / 2 : ℂ)) •
      tensorOp (fun j => pauliX + (Complex.I * (s j : ℂ)) • pauliY) := tensorOp_smul _ _
  have hc : (∏ _j : ι, (1 / 2 : ℂ)) = 1 / 2 ^ Fintype.card ι := by
    rw [Finset.prod_const, Finset.card_univ, _root_.one_div_pow]
  rw [h, hc, tensorOp_add_smul]
  simp only [weight, Finset.prod_mul_distrib, Finset.prod_const]

/-- Two strings of X and Y commute up to the sign (-1)^(|S| + |T|), where |S| and |T| count
their Y factors. -/
theorem pauliString_mul (S T : Finset ι) :
    pauliString S * pauliString T =
      ((-1 : ℂ) ^ (S.card + T.card)) • (pauliString T * pauliString S) := by
  have yx : pauliY * pauliX = -(pauliX * pauliY) := by
    ext i j
    fin_cases i <;> fin_cases j <;>
      simp [pauliX, pauliY, Matrix.mul_apply, Fin.sum_univ_succ]
  have hsign : ∏ j : ι, ((if j ∈ S then (-1 : ℂ) else 1) * (if j ∈ T then (-1 : ℂ) else 1)) =
      (-1) ^ (S.card + T.card) := by
    rw [Finset.prod_mul_distrib, Finset.prod_ite_mem, Finset.prod_ite_mem,
      Finset.univ_inter, Finset.univ_inter, Finset.prod_const, Finset.prod_const, pow_add]
  simp only [pauliString, tensorOp_mul]
  rw [← hsign, ← tensorOp_smul]
  -- a site contributes -1 exactly when one string has X there and the other has Y
  refine congrArg tensorOp (funext fun j => ?_)
  by_cases hS : j ∈ S <;> by_cases hT : j ∈ T <;> simp [hS, hT, yx]

/-- On n qubits, Q - Q† is 2^(1-n) times the sum over the site sets S of odd size of i^|S| (∏_{j ∈
S} s_j) P_S, and the Pauli strings of odd-size sets commute pairwise. -/
theorem excitation_sub_adjoint (s : ι → ℝ) :
    (excitation s - (excitation s)ᴴ = (2 / 2 ^ Fintype.card ι : ℂ) •
      ∑ S ∈ Finset.univ.filter (fun S : Finset ι => Odd S.card),
        weight s S • pauliString S) ∧
    ∀ S T : Finset ι, Odd S.card → Odd T.card →
      Commute (pauliString S) (pauliString T) := by
  constructor
  · have hneg : ∀ S : Finset ι,
        weight (fun j => -s j) S = (-1) ^ S.card * weight s S := by
      intro S
      have hp : ∏ j ∈ S, ((-s j : ℝ) : ℂ) = (-1) ^ S.card * ∏ j ∈ S, (s j : ℂ) := by
        rw [← Finset.prod_const, ← Finset.prod_mul_distrib]
        exact Finset.prod_congr rfl fun j _ => by push_cast; ring
      simp only [weight]
      rw [hp]
      ring
    rw [excitation_conjTranspose, excitation_expansion s,
      excitation_expansion (fun j => -s j), ← smul_sub, ← Finset.sum_sub_distrib,
      Finset.sum_filter, Finset.smul_sum, Finset.smul_sum]
    refine Finset.sum_congr rfl fun S _ => ?_
    rw [hneg]
    -- odd terms double, even terms cancel
    split_ifs with h
    · rw [h.neg_one_pow]
      module
    · rw [(Nat.not_odd_iff_even.mp h).neg_one_pow]
      simp
  · intro S T hS hT
    have h := pauliString_mul S T
    rw [(hS.add_odd hT).neg_one_pow, one_smul] at h
    exact h

/-- The exponential of θ(Q - Q†) is exactly the product of the single Pauli-string gates,
for any ordering `l` that lists each site set of odd size once. -/
theorem exp_excitation_eq_prod (θ : ℝ) (s : ι → ℝ) (l : List (Finset ι))
    (hnd : l.Nodup) (hl : ∀ S, S ∈ l ↔ Odd S.card) :
    NormedSpace.exp ((θ : ℂ) • (excitation s - (excitation s)ᴴ)) =
      (l.map fun S => NormedSpace.exp (gateExponent θ s S)).prod := by
  have hset : Finset.univ.filter (fun S : Finset ι => Odd S.card) = l.toFinset := by
    ext S
    simp [hl]
  have hsum : (θ : ℂ) • (excitation s - (excitation s)ᴴ) =
      (l.map (gateExponent θ s)).sum := by
    rw [(excitation_sub_adjoint s).1, hset, ← List.sum_toFinset (gateExponent θ s) hnd,
      Finset.smul_sum, Finset.smul_sum]
    refine Finset.sum_congr rfl fun S _ => ?_
    simp only [gateExponent, smul_smul, mul_assoc]
  -- split off one commuting gate at a time
  have key : ∀ m : List (Finset ι), (∀ S ∈ m, Odd S.card) →
      NormedSpace.exp (m.map (gateExponent θ s)).sum =
        (m.map fun S => NormedSpace.exp (gateExponent θ s S)).prod := by
    intro m
    induction m with
    | nil => intro _; simp [NormedSpace.exp_zero]
    | cons S m ih =>
      intro hm
      have hc : Commute (gateExponent θ s S) (m.map (gateExponent θ s)).sum := by
        refine Commute.list_sum_right _ _ fun B hB => ?_
        obtain ⟨T, hT, rfl⟩ := List.mem_map.mp hB
        exact (((excitation_sub_adjoint s).2 S T (hm S List.mem_cons_self)
          (hm T (List.mem_cons_of_mem S hT))).smul_left _).smul_right _
      rw [List.map_cons, List.sum_cons, Matrix.exp_add_of_commute _ _ hc,
        ih fun T hT => hm T (List.mem_cons_of_mem S hT), List.map_cons, List.prod_cons]
  rw [hsum]
  exact key l fun S hS => (hl S).mp hS

end

end UnitaryCoupledCluster
```

```lean
#print axioms UnitaryCoupledCluster.excitation_sub_adjoint
#print axioms UnitaryCoupledCluster.exp_excitation_eq_prod
```

```
'UnitaryCoupledCluster.excitation_sub_adjoint' depends on axioms: [propext, Classical.choice, Quot.sound]
'UnitaryCoupledCluster.exp_excitation_eq_prod' depends on axioms: [propext, Classical.choice, Quot.sound]
```

## Qubits, strings and coefficients

The qubits are the elements of a finite type `ι`, and $n$ is `Fintype.card ι`. A computational basis state is a function `ι → Fin 2`, which assigns 0 or 1 to each qubit. An operator on the register is a matrix indexed by such functions, and `tensorOp A` is the tensor product of one-qubit matrices $A_j$, with entries $\prod_j (A_j)_{x_j y_j}$. No order of the qubits is needed.

For a set $S$ of qubits, `pauliString S` is the string $P_S$ with $Y$ on the qubits in $S$ and $X$ on all the others. Its coefficient, without the power of 2, is

$$w_S=i^{|S|}\prod_{j\in S}s_j ,$$

called `weight s S`. This is not the "weight" of a Pauli string in the usual sense, which counts its non-identity factors.

The operator $Q$ is `excitation s`. The name is broad: any pattern of signs is allowed, including those that change the particle number. The numbers $s_j$ may even be arbitrary reals, although only $\pm1$ gives raising and lowering operators. With $|1\rangle$ as the occupied state, $s_j=+1$ gives $|0\rangle\langle1|$, which empties the orbital, and $s_j=-1$ gives $|1\rangle\langle0|$, which fills it.

The theorem `excitation_sub_adjoint` has two parts. The first is the identity

$$Q-Q^\dagger=2^{1-n}\sum_{|S|\ \text{odd}} w_S\,P_S ,$$

where Lean writes the adjoint as `ᴴ` and the prefactor as $2/2^n$. The second says that $P_S$ and $P_T$ commute whenever $|S|$ and $|T|$ are both odd.

The theorem `exp_excitation_eq_prod` takes a real $\theta$ and a list `l` of qubit sets. Its hypotheses say that `l` has no repetitions and contains exactly the sets of odd size, so `l` is an ordering of the gates. The conclusion is

$$e^{\theta(Q-Q^\dagger)}=\prod_{S\in l}\exp\!\left(\theta\,2^{1-n}w_S P_S\right),$$

with the factors multiplied in the order of the list. The whole exponent of one gate, including its factor of $i$, is `gateExponent θ s S`.

## The double excitation of minimal-basis H₂

Number the spin orbitals so that qubits 1 and 2 are the bonding pair and qubits 3 and 4 the antibonding pair. The Hartree–Fock state is $|1100\rangle$, and the double excitation has $s=(+1,+1,-1,-1)$, so that $Q=|0011\rangle\langle1100|$. There are eight sets of odd size, and the identity reads

$$\begin{aligned}Q-Q^\dagger=\tfrac{i}{8}\big(&YXXX+XYXX-XXYX-XXXY\\&-XYYY-YXYY+YYXY+YYYX\big).\end{aligned}$$

The product therefore has eight gates $e^{\pm i\theta P/8}$. Each can be carried out by rotating the $X$ and $Y$ factors to $Z$, collecting the parity of the four qubits on one of them with CNOT gates, applying a $Z$ rotation by an angle of size $\theta/4$, and undoing the first two steps. Together the eight gates take $|1100\rangle$ to $\cos\theta\,|1100\rangle+\sin\theta\,|0011\rangle$, and $\theta$ is then varied to lower the energy.

For unitary coupled cluster, the result means that any one excitation of this form, whether single, double or higher, acting on all qubits of the register and carrying no $Z$ factors, can be split into Pauli-string gates without Trotter error. Different excitations need not commute with each other, so splitting the exponential of their sum is in general still an approximation.

One way to pass from this model to a general fermionic excitation is the Jordan–Wigner mapping, which can place $Z$ factors on qubits between the orbitals involved. In the H₂ example, with the orbitals in the order given, these factors reduce to an overall sign. In general the same $Z$ factors multiply every string, and since they square to the identity, the strings still commute; this extension is an argument by hand and not part of the Lean proof.

## Reversing the signs leaves the odd sets

**One qubit.** Since $iY$ has the entries $1$ and $-1$ off the diagonal,

$$\frac{X+isY}{2}=\begin{pmatrix}0&\frac{1+s}{2}\\ \frac{1-s}{2}&0\end{pmatrix}.$$

For real $s$ the adjoint exchanges the two entries, which is the same as replacing $s$ by $-s$. Lean checks the four entries in `ladder_eq`. The adjoint of a tensor product is taken qubit by qubit, so $Q^\dagger$ is $Q$ with all signs reversed, which is `excitation_conjTranspose`.

**Expansion.** Take the factor $1/2$ out of each qubit and multiply out the product. Each term chooses $is_jY$ on the qubits of some set $S$ and $X$ on the rest, so

$$Q=2^{-n}\sum_S w_S P_S ,$$

with the sum over all sets $S$. In Lean, `tensorOp_smul` extracts the scalars, and `tensorOp_add_smul` does the multiplying out for each matrix entry with `Finset.prod_add`, the general rule for a product of sums of two terms. It then splits the entry of $P_S$ into a product over $S$ and one over its complement to match the two sides. The lemma `excitation_expansion` combines these results.

**Subtraction.** Reversing all signs multiplies $w_S$ by $(-1)^{|S|}$, hence

$$Q-Q^\dagger=2^{-n}\sum_S\left(1-(-1)^{|S|}\right)w_SP_S .$$

The bracket is 0 for even $|S|$ and 2 for odd $|S|$, which gives the stated sum. In the Lean proof `hneg` is the sign rule for the coefficients, and `split_ifs` separates the odd sets from the even ones.

## Equal parity makes the strings commute

Tensor products multiply qubit by qubit. This is `tensorOp_mul`, whose proof exchanges the sum over intermediate basis states with the product over qubits. It is therefore enough to compare $P_SP_T$ with $P_TP_S$ on each qubit. Where both strings have the same Pauli matrix, the order is irrelevant. Where one has $X$ and the other $Y$, exchanging them gives $-1$, because $YX=-XY$. The number of such qubits is $|S|+|T|-2|S\cap T|$, so

$$P_SP_T=(-1)^{|S|+|T|}P_TP_S .$$

The lemma `pauliString_mul` obtains the sign without counting the differing qubits. It gives each qubit a factor $-1$ for belonging to $S$ and another for belonging to $T$; the two cancel when it belongs to both. The case distinction at the end goes through the four possibilities for one qubit. For two odd sets $|S|+|T|$ is even, and the strings commute.

If the condition that $|S|$ is odd is removed while $|T|$ stays odd, commutation fails already for one qubit. With $S=\emptyset$ and $T=\{1\}$ the strings are $X$ and $Y$, and $XY=iZ$ while $YX=-iZ$. What the example excludes is a pair of opposite parity; two strings with even sets also commute.

## Splitting off one gate at a time

If two matrices $B$ and $C$ commute, then $e^{B+C}=e^Be^C$. Write $\theta(Q-Q^\dagger)$ as the sum of the gate exponents in the order of the list. The first exponent commutes with each of the others, and so with their sum, which allows its exponential to be split off on the left. Repeating this for the remaining sum gives the full product, and the argument is the same for every order.

In `exp_excitation_eq_prod`, the step `hsum` turns the sum over odd sets into a sum along the list; this is where the absence of repetitions is used. The step `key` is an induction on lists of odd sets. An empty list gives $e^0=1$, and for a longer one `Matrix.exp_add_of_commute` separates the first gate from the rest.

For odd $|S|$ the factor $i^{|S|}$ is $\pm i$. As the $s_j$ are real and $P_S$ is Hermitian, each exponent is anti-Hermitian, and each factor of the product is a unitary gate.
